# The Dudarev trace Tr(n − n²): bounds for occupations in [0,1] and dependence on the projector

In the Dudarev form of DFT+U one projects the Kohn–Sham states onto chosen local orbitals, collects an occupation matrix n for each correlated site and spin channel, and adds (U/2) Tr(n − n²) to the energy for each of these matrices. The results below bound this trace and show, for a single fixed state, how it changes with the projector.

In Lean 4 with Mathlib:

```lean
import Mathlib

open Matrix

namespace DudarevProjector

noncomputable section

variable {ι : Type*} [Fintype ι] [DecidableEq ι]

/-- The idempotency defect `Tr(n - n²)` of an occupation matrix, as a real number. -/
def defect (n : Matrix ι ι ℂ) : ℝ := (trace (n - n * n)).re

/-- The Dudarev energy shift `(U/2) Tr(n - n²)` for one spin channel. -/
def hubbardShift (U : ℝ) (n : Matrix ι ι ℂ) : ℝ := U / 2 * defect n

/-- An orthogonal projector: a Hermitian matrix equal to its own square. -/
def IsProjector (Q : Matrix ι ι ℂ) : Prop := Q.IsHermitian ∧ Q * Q = Q

/-- The occupation matrix `Q ψ ψ* Q` of the state `ψ` seen through `Q`. -/
def projectedOccupation (Q : Matrix ι ι ℂ) (ψ : ι → ℂ) : Matrix ι ι ℂ :=
  Q * vecMulVec ψ (star ψ) * Q

/-- The real part of the expectation value `⟨ψ, Q ψ⟩`. -/
def weight (Q : Matrix ι ι ℂ) (ψ : ι → ℂ) : ℝ := (star ψ ⬝ᵥ Q *ᵥ ψ).re

/-- For a Hermitian `n` there is a unitary `V` such that `n - n² = V D V*`, where `D` is diagonal
with entries `λ(1 - λ)` and `λ` runs over the eigenvalues of `n`. -/
theorem sub_sq_spectral {n : Matrix ι ι ℂ} (hn : n.IsHermitian) :
    ∃ V : Matrix ι ι ℂ, star V * V = 1 ∧ n - n * n =
      V * diagonal (fun i => ((hn.eigenvalues i * (1 - hn.eigenvalues i) : ℝ) : ℂ)) *
        star V := by
  obtain ⟨V, hV, h⟩ : ∃ V : Matrix ι ι ℂ, star V * V = 1 ∧
      n = V * diagonal (fun i => (hn.eigenvalues i : ℂ)) * star V := by
    refine ⟨hn.eigenvectorUnitary, Unitary.coe_star_mul_self _, ?_⟩
    have h := hn.spectral_theorem
    rw [Unitary.conjStarAlgAut_apply] at h
    exact h
  refine ⟨V, hV, ?_⟩
  generalize hn.eigenvalues = l at h ⊢
  have hD : diagonal (fun i => ((l i * (1 - l i) : ℝ) : ℂ)) =
      diagonal (fun i => (l i : ℂ)) -
        diagonal (fun i => (l i : ℂ)) * diagonal (fun i => (l i : ℂ)) := by
    ext i j
    by_cases hij : i = j
    · subst hij
      simp [diagonal_mul_diagonal]
      ring
    · simp [diagonal_mul_diagonal, hij]
  rw [hD]
  generalize diagonal (fun i => (l i : ℂ)) = D at h ⊢
  -- the inner factor `V* V` drops out of `n²`
  have h2 : n * n = V * (D * D) * star V := by
    calc n * n = V * D * (star V * V) * D * star V := by rw [h]; simp only [mul_assoc]
      _ = V * (D * D) * star V := by rw [hV]; simp only [mul_one, mul_assoc]
  rw [h2, h, mul_sub, sub_mul]

/-- For a Hermitian occupation matrix, `Tr(n - n²)` is real and equals the sum of
`λ(1 - λ)` over the eigenvalues. -/
theorem trace_eq_sum {n : Matrix ι ι ℂ} (hn : n.IsHermitian) :
    trace (n - n * n) =
      ((∑ i, hn.eigenvalues i * (1 - hn.eigenvalues i) : ℝ) : ℂ) := by
  obtain ⟨V, hV, h⟩ := sub_sq_spectral hn
  rw [h, trace_mul_comm, ← mul_assoc, hV, one_mul, trace_diagonal, Complex.ofReal_sum]

/-- For Hermitian `n` on `d` orbitals, the defect is `d/4` minus the squared Frobenius
distance of `n` from the half-filled matrix `1/2`. -/
theorem defect_eq_distance {n : Matrix ι ι ℂ} (hn : n.IsHermitian) :
    defect n = (Fintype.card ι : ℝ) / 4 -
      ∑ i, ∑ j, ‖(n - (1 / 2 : ℂ) • (1 : Matrix ι ι ℂ)) i j‖ ^ 2 := by
  have hm : (n - (1 / 2 : ℂ) • (1 : Matrix ι ι ℂ))ᴴ = n - (1 / 2 : ℂ) • 1 := by
    simp [conjTranspose_sub, conjTranspose_smul, hn.eq]
  -- complete the square
  have key : n - n * n = (1 / 4 : ℂ) • (1 : Matrix ι ι ℂ) -
      (n - (1 / 2 : ℂ) • (1 : Matrix ι ι ℂ))ᴴ * (n - (1 / 2 : ℂ) • 1) := by
    rw [hm]
    simp only [sub_mul, mul_sub, smul_mul_assoc, mul_smul_comm, one_mul, mul_one]
    module
  have hz : ∀ z : ℂ, (star z * z).re = ‖z‖ ^ 2 := fun z => by
    rw [← Complex.normSq_eq_norm_sq, Complex.normSq_apply]
    simp [Complex.mul_re]
  have ht : ∀ m : Matrix ι ι ℂ, (trace (mᴴ * m)).re = ∑ i, ∑ j, ‖m i j‖ ^ 2 := fun m => by
    rw [Finset.sum_comm]
    simp only [trace, diag_apply, mul_apply, conjTranspose_apply, Complex.re_sum, hz]
  have hc : (trace ((1 / 4 : ℂ) • (1 : Matrix ι ι ℂ))).re = (Fintype.card ι : ℝ) / 4 := by
    have : trace ((1 / 4 : ℂ) • (1 : Matrix ι ι ℂ)) =
        (((Fintype.card ι : ℝ) / 4 : ℝ) : ℂ) := by
      rw [trace_smul, trace_one, smul_eq_mul]
      push_cast
      ring
    rw [this, Complex.ofReal_re]
  rw [defect, key, trace_sub, Complex.sub_re, hc, ht]

/-- For a Hermitian occupation matrix on `d` orbitals with eigenvalues in `[0,1]`,
`Tr(n - n²)` lies in `[0, d/4]`; it is zero iff `n² = n`, and `d/4` iff `n = 1/2`. -/
theorem dudarev_bounds {n : Matrix ι ι ℂ} (hn : n.IsHermitian)
    (h01 : ∀ i, hn.eigenvalues i ∈ Set.Icc (0 : ℝ) 1) :
    defect n ∈ Set.Icc (0 : ℝ) ((Fintype.card ι : ℝ) / 4) ∧
      (defect n = 0 ↔ n * n = n) ∧
      (defect n = (Fintype.card ι : ℝ) / 4 ↔ n = (1 / 2 : ℂ) • (1 : Matrix ι ι ℂ)) := by
  have hpos : ∀ i ∈ Finset.univ, 0 ≤ hn.eigenvalues i * (1 - hn.eigenvalues i) :=
    fun i _ => mul_nonneg (h01 i).1 (sub_nonneg.2 (h01 i).2)
  have hsum : defect n = ∑ i, hn.eigenvalues i * (1 - hn.eigenvalues i) := by
    rw [defect, trace_eq_sum hn, Complex.ofReal_re]
  have hdist := defect_eq_distance hn
  refine ⟨⟨hsum ▸ Finset.sum_nonneg hpos, ?_⟩, ⟨fun h => ?_, fun h => ?_⟩,
    ⟨fun h => ?_, fun h => ?_⟩⟩
  · rw [hdist]
    exact sub_le_self _ (by positivity)
  · -- a vanishing sum of non-negative terms vanishes term by term
    rw [hsum, Finset.sum_eq_zero_iff_of_nonneg hpos] at h
    obtain ⟨V, -, hV⟩ := sub_sq_spectral hn
    have h0 : (fun i => ((hn.eigenvalues i * (1 - hn.eigenvalues i) : ℝ) : ℂ)) =
        fun _ => 0 := by
      funext i
      rw [h i (Finset.mem_univ i), Complex.ofReal_zero]
    rw [h0, diagonal_zero, mul_zero, zero_mul] at hV
    exact (sub_eq_zero.1 hV).symm
  · simp [defect, h]
  · have hs : ∑ i, ∑ j, ‖(n - (1 / 2 : ℂ) • (1 : Matrix ι ι ℂ)) i j‖ ^ 2 = 0 := by
      linarith
    rw [Finset.sum_eq_zero_iff_of_nonneg (fun i _ => by positivity)] at hs
    apply sub_eq_zero.1
    ext i j
    have hi := hs i (Finset.mem_univ i)
    rw [Finset.sum_eq_zero_iff_of_nonneg (fun j _ => by positivity)] at hi
    exact norm_eq_zero.1 (pow_eq_zero_iff two_ne_zero |>.1 (hi j (Finset.mem_univ j)))
  · rw [hdist, sub_eq_zero.2 h]
    simp

omit [DecidableEq ι] in
/-- For an orthogonal projector, `⟨ψ, Q ψ⟩` is real and equals the squared norm of `Q ψ`. -/
theorem expectation_eq {Q : Matrix ι ι ℂ} (hQ : IsProjector Q) (ψ : ι → ℂ) :
    star ψ ⬝ᵥ Q *ᵥ ψ = ((∑ i, ‖(Q *ᵥ ψ) i‖ ^ 2 : ℝ) : ℂ) := by
  have h : star ψ ⬝ᵥ Q *ᵥ ψ = star (Q *ᵥ ψ) ⬝ᵥ Q *ᵥ ψ := by
    rw [star_mulVec, hQ.1.eq, ← dotProduct_mulVec, mulVec_mulVec, hQ.2]
  rw [h, dotProduct, Complex.ofReal_sum]
  refine Finset.sum_congr rfl fun i _ => ?_
  rw [Complex.ofReal_pow]
  exact Complex.conj_mul' _

/-- The occupation matrix `Q ψ ψ* Q` of an orthogonal projector `Q` has
`Tr(n - n²) = w(1 - w)` with `w = ⟨ψ, Q ψ⟩`. -/
theorem defect_projected {Q : Matrix ι ι ℂ} (hQ : IsProjector Q) (ψ : ι → ℂ) :
    defect (projectedOccupation Q ψ) = weight Q ψ * (1 - weight Q ψ) := by
  have hw : star ψ ⬝ᵥ Q *ᵥ ψ = (weight Q ψ : ℂ) := by
    rw [weight, expectation_eq hQ, Complex.ofReal_re]
  have htr : trace (projectedOccupation Q ψ) = (weight Q ψ : ℂ) := by
    rw [projectedOccupation, trace_mul_comm, ← mul_assoc, hQ.2, mul_vecMulVec,
      trace_vecMulVec, dotProduct_comm, hw]
  -- `P Q P = w P` for `P = ψ ψ*`
  have hP : vecMulVec ψ (star ψ) * (Q * vecMulVec ψ (star ψ)) =
      (weight Q ψ : ℂ) • vecMulVec ψ (star ψ) := by
    rw [mul_vecMulVec, vecMulVec_mul_vecMulVec, hw]
    ext i j
    simp only [vecMulVec_apply, Pi.smul_apply, Matrix.smul_apply, smul_eq_mul]
    ring
  have hsq : projectedOccupation Q ψ * projectedOccupation Q ψ =
      (weight Q ψ : ℂ) • projectedOccupation Q ψ := by
    unfold projectedOccupation
    calc _ = Q * (vecMulVec ψ (star ψ) * ((Q * Q) * vecMulVec ψ (star ψ))) * Q := by
          simp only [mul_assoc]
      _ = _ := by rw [hQ.2, hP, mul_smul_comm, smul_mul_assoc]
  rw [defect, trace_sub, hsq, trace_smul, htr, smul_eq_mul, ← Complex.ofReal_mul,
    ← Complex.ofReal_sub, Complex.ofReal_re]
  ring

/-- For a unit vector `ψ` and an orthogonal projector `Q`, the defect of `Q ψ ψ* Q`
vanishes iff `ψ` is orthogonal to the range of `Q` or lies in it. -/
theorem defect_projected_eq_zero_iff {Q : Matrix ι ι ℂ} (hQ : IsProjector Q)
    {ψ : ι → ℂ} (hψ : star ψ ⬝ᵥ ψ = 1) :
    defect (projectedOccupation Q ψ) = 0 ↔ Q *ᵥ ψ = 0 ∨ Q *ᵥ ψ = ψ := by
  have hzero : ∀ R : Matrix ι ι ℂ, IsProjector R → (weight R ψ = 0 ↔ R *ᵥ ψ = 0) := by
    intro R hR
    rw [weight, expectation_eq hR, Complex.ofReal_re,
      Finset.sum_eq_zero_iff_of_nonneg (fun i _ => by positivity)]
    simp [funext_iff]
  -- the complementary projector carries the weight `1 - w`
  have hC : IsProjector (1 - Q) :=
    ⟨isHermitian_one.sub hQ.1, by simp [sub_mul, mul_sub, hQ.2]⟩
  have hw : weight (1 - Q) ψ = 1 - weight Q ψ := by
    simp [weight, sub_mulVec, dotProduct_sub, hψ]
  rw [defect_projected hQ, mul_eq_zero, hzero Q hQ, ← hw, hzero _ hC, sub_mulVec,
    one_mulVec, sub_eq_zero, eq_comm (a := ψ)]

/-- The real symmetric matrix `v vᵀ` of the vector `v = (c, s)` in a two-orbital space. -/
def lineProjector (c s : ℝ) : Matrix (Fin 2) (Fin 2) ℂ :=
  !![(c : ℂ) ^ 2, c * s; c * s, (s : ℂ) ^ 2]

/-- If `c² + s² = 1`, then `lineProjector c s` is an orthogonal projector. -/
theorem lineProjector_witness {c s : ℝ} (h : c ^ 2 + s ^ 2 = 1) :
    IsProjector (lineProjector c s) := by
  have h' : (c : ℂ) ^ 2 + (s : ℂ) ^ 2 = 1 := by exact_mod_cast h
  constructor
  · ext i j
    fin_cases i <;> fin_cases j <;> simp [lineProjector]
  · rw [lineProjector, mul_fin_two]
    congr 1
    have h1 : (c : ℂ) ^ 2 * c ^ 2 + c * s * (c * s) = c ^ 2 := by
      linear_combination (c : ℂ) ^ 2 * h'
    have h2 : (c : ℂ) ^ 2 * (c * s) + c * s * s ^ 2 = c * s := by
      linear_combination (c : ℂ) * s * h'
    have h3 : (c : ℂ) * s * c ^ 2 + s ^ 2 * (c * s) = c * s := by
      linear_combination (c : ℂ) * s * h'
    have h4 : (c : ℂ) * s * (c * s) + s ^ 2 * s ^ 2 = s ^ 2 := by
      linear_combination (s : ℂ) ^ 2 * h'
    rw [h1, h2, h3, h4]

/-- For the fixed state `(1, 0)` and the projector onto `(cos θ, sin θ)`, the Dudarev
shift is `(U/8) sin²(2θ)`. -/
theorem shift_depends_on_projector (U θ : ℝ) :
    hubbardShift U (projectedOccupation (lineProjector (Real.cos θ) (Real.sin θ)) ![1, 0]) =
      U / 8 * Real.sin (2 * θ) ^ 2 := by
  have hw : ∀ c s : ℝ, weight (lineProjector c s) ![1, 0] = c ^ 2 := fun c s => by
    have : star ![(1 : ℂ), 0] ⬝ᵥ lineProjector c s *ᵥ ![1, 0] = ((c ^ 2 : ℝ) : ℂ) := by
      simp [lineProjector, dotProduct, mulVec, Fin.sum_univ_two]
    rw [weight, this, Complex.ofReal_re]
  rw [hubbardShift, defect_projected (lineProjector_witness (Real.cos_sq_add_sin_sq θ)), hw,
    Real.sin_two_mul]
  linear_combination (-(U / 2 * Real.cos θ ^ 2)) * Real.cos_sq_add_sin_sq θ

end

end DudarevProjector
```

```lean
#print axioms DudarevProjector.dudarev_bounds
-- 'DudarevProjector.dudarev_bounds' depends on axioms: [propext, Classical.choice, Quot.sound]
#print axioms DudarevProjector.defect_projected_eq_zero_iff
-- 'DudarevProjector.defect_projected_eq_zero_iff' depends on axioms: [propext, Classical.choice, Quot.sound]
#print axioms DudarevProjector.shift_depends_on_projector
-- 'DudarevProjector.shift_depends_on_projector' depends on axioms: [propext, Classical.choice, Quot.sound]
```

## Occupation matrices and the +U energy

The finite type `ι` labels d orthonormal orbitals, and n is a complex d × d matrix. `defect n` is the real part of Tr(n − n²), and `hubbardShift U n` multiplies it by U/2, where U is a given real parameter for the effective on-site interaction.

`dudarev_bounds` assumes that n is Hermitian and, in `h01`, that its eigenvalues lie in [0,1]: by the Pauli principle, an orbital in one spin channel holds between zero and one electron. The defect then lies in [0, d/4]. It is 0 exactly when n² = n, and d/4 exactly when n = 1/2 times the identity.

In the projector results `ι` labels an orthonormal basis of the whole state space, and the local orbitals span the range of Q. `IsProjector Q` says that Q is Hermitian with Q² = Q. `projectedOccupation Q ψ` is Qψψ*Q, the occupation matrix of one occupied state ψ written on the whole space; it is zero outside the range of Q, which adds nothing to Tr(n − n²). `weight Q ψ` is w = ⟨ψ,Qψ⟩. `defect_projected` gives the defect as w(1 − w), even for unnormalised ψ. For unit ψ, `defect_projected_eq_zero_iff` says that it vanishes exactly when Qψ = 0 or Qψ = ψ.

The model holds the state fixed: there is no self-consistent response of ψ to U, and no sum over several occupied states in the projected formula.

## Bounds from the eigenvalues and from half filling

Write n = V D V*, with V*V = 1 and D the diagonal matrix of eigenvalues λᵢ. Then n² = V D V*V D V* = V D² V*, so

n − n² = V (D − D²) V*

Tr(n − n²) = Tr((D − D²) V*V) = ∑ᵢ λᵢ(1 − λᵢ).

These are `sub_sq_spectral` and `trace_eq_sum`; the second also shows that the trace is real. For λᵢ in [0,1] no term is negative, which gives the lower bound. If the sum is zero, every term is zero, hence D = D² and n = n². The converse is immediate.

For the upper bound, `defect_eq_distance` completes the square:

n − n² = (1/4)·1 − (n − 1/2)².

Since n − 1/2 is Hermitian, the trace of its square is the sum of its squared entries in modulus, so

Tr(n − n²) = d/4 − ∑ᵢⱼ |(n − 1/2)ᵢⱼ|².

The subtracted sum is non-negative and vanishes only for n = 1/2. This half needs only that n is Hermitian. For d = 1 it reads λ(1 − λ) = 1/4 − (λ − 1/2)².

## One state seen through a projector

Let P = ψψ* and n = QPQ. Cycling the trace and using Q² = Q gives

Tr n = Tr(QP) = ⟨ψ,Qψ⟩ = w.

Moreover PQP = ψ(ψ*Qψ)ψ* = wP, which is `hP` in the proof, so

n² = QPQQPQ = Q(PQP)Q = wn

Tr(n − n²) = w − w² = w(1 − w).

`expectation_eq` shows that w = ⟨Qψ,Qψ⟩ = ‖Qψ‖², so w is real and vanishes only if Qψ = 0. The matrix 1 − Q is also a projector, and for unit ψ its weight is 1 − w = ‖(1 − Q)ψ‖², which vanishes only if Qψ = ψ. The two factors of w(1 − w) give the two cases.

## Turning the projector while the state stays fixed

Take ψ = (1, 0) and let Q project onto (cos θ, sin θ). `lineProjector_witness` checks that Q is a projector, using cos²θ + sin²θ = 1. Its upper left entry gives w = cos²θ, and therefore

(U/2) cos²θ sin²θ = (U/8) sin²(2θ),

which is `shift_depends_on_projector`. The shift is zero at θ = 0 and θ = π/2, where the state lies wholly inside or outside the projected space, and U/8 at θ = π/4.

In an actual calculation, Q changes with the choice of local orbitals, for instance atomic orbitals or Wannier functions. Suppose the only occupied state of a spin channel is held fixed and has w = 0.9 with one choice and w = 0.8 with another. At U = 4 eV its shift is 0.18 eV in the first case and 0.32 eV in the second, although neither the state nor U has changed. Energies computed with the same U but different projectors therefore need not be comparable.
